# Helicity and Chirality Act Alike on Massless Dirac Spinors of Positive Energy

## Overtaking a spinning particle

A massive particle moves with its spin along its momentum. An observer who overtakes it sees the momentum reversed and the spin unchanged, so the helicity, the spin along the direction of motion, has changed sign. A massless particle cannot be overtaken.

Chirality is a different quantity: it is measured by a fixed matrix $g_5$ that contains no momentum, and the weak interaction distinguishes its two eigenvalues. When do the two quantities agree on a solution of the free Dirac equation?

## The equivalence and its massive counterpart

Let $g_0,g_1,g_2,g_3$ be complex square matrices with
$$g_0^2=1,\qquad g_k^2=-1\ (k=1,2,3),\qquad g_\mu g_\nu=-g_\nu g_\mu\ (\mu\ne\nu).$$
These are the textbook $\gamma^\mu$ for the metric $(+,-,-,-)$. In Lean they form a family `g`, and `IsDirac g` states the relations. Any finite matrix size that admits them is allowed, and no Hermiticity is assumed.

The real momentum is $p=(p_0,p_1,p_2)$. As in the code, these are the $x,y,z$ components, so $p_0$ is not the energy. The energy $E$ is a separate real number, and units are chosen with $\hbar=c=1$. The other objects are:

- `absMom p`, the length $|p|=\sqrt{p_0^2+p_1^2+p_2^2}$;
- `slash g E p`, the matrix $D=E g_0-(p_0g_1+p_1g_2+p_2g_3)$;
- `chirality g`, the matrix $g_5=i\,g_0g_1g_2g_3$;
- `spinDot g p`, the matrix $\Sigma\cdot p=p_0\,i g_2g_3+p_1\,i g_3g_1+p_2\,i g_1g_2$;
- `helicity g p`, the matrix $\Sigma\cdot p/|p|$. Spin is $\Sigma/2$ in units of $\hbar$, so this is twice the helicity $\pm\tfrac12$ of many textbooks. The direction is always that of $p$; it is the direction of motion for $E>0$, while for $E<0$ the velocity $p/E$ points the other way.

The theorem `helicity_eq_chirality_iff` says that for $p\neq0$, energy $E=|p|$ and any spinor $u$,
$$Du=0\iff \frac{\Sigma\cdot p}{|p|}\,u=g_5u .$$
In any nonzero matrix size some spinors are not solutions, and on those the two matrices differ. A solution may also be a superposition of both helicities.

The theorem `massive_helicity_ne_chirality` treats $Du=mu$ with $m\ne0$, $p\neq0$, $u\neq0$ and the mass shell $E^2=|p|^2+m^2$, the relativistic relation between energy, momentum and mass (it also follows from $Du=mu$ and $u\neq0$, since $D^2=E^2-|p|^2$). Then $(\Sigma\cdot p/|p|)u\neq g_5u$, for either sign of $E$.

Both statements start from the equation for a spinor amplitude at fixed momentum. The step from the Dirac field equation to this one, inserting a plane wave $u\,e^{-i(Et-p\cdot x)}$, is left to the reader.

For a free massless particle described by a positive-energy amplitude $u$, the projector $(1-g_5)/2$ in a weak-interaction amplitude therefore selects negative helicity. This does not cover antiparticles, for which the same projector selects positive helicity.

## From the Dirac operator to the spin

**Moving $g_0$.** Carrying the last $g_0$ to the left past three matrices gives three signs:
$$g_5g_0=i\,g_0g_1g_2g_3g_0=-i\,g_0g_0g_1g_2g_3=-i\,g_1g_2g_3 .$$

**The square of $g_5$.** Write the second factor as $i\,g_0(g_1g_2g_3)$. Then
$$g_5^2=i\,(g_5g_0)(g_1g_2g_3)=(g_1g_2g_3)^2 .$$
Moving the second $g_1$ left past $g_3$ and $g_2$ gives
$$(g_1g_2g_3)^2=g_1^2\,g_2g_3g_2g_3=-g_2g_3g_2g_3=g_2^2g_3^2=1 .$$

**The spin matrices.** The same rules give
$$\begin{aligned}
g_5g_0g_1&=-i\,g_1g_2g_3g_1=-i\,g_1^2g_2g_3=i\,g_2g_3,\\
g_5g_0g_2&=-i\,g_1g_2g_3g_2=i\,g_1g_2^2g_3=-i\,g_1g_3=i\,g_3g_1,\\
g_5g_0g_3&=-i\,g_1g_2g_3^2=i\,g_1g_2 .
\end{aligned}$$
Together with $g_5g_0g_0=g_5$, this yields
$$g_5g_0\,D=E g_5-\Sigma\cdot p .$$

**The massless case.** If $Du=0$, then $\Sigma\cdot p\,u=E g_5u$. Conversely, if this holds, then $g_5g_0Du=0$. Since $(g_0g_5)(g_5g_0)=g_0^2=1$, multiplication by $g_0g_5$ gives $Du=0$. Setting $E=|p|$ and dividing by $|p|$ gives the equivalence. Setting $E=-|p|$ instead reverses the sign: helicity then acts as $-g_5$.

**The massive case.** Let $Du=mu$ and suppose that $\Sigma\cdot p\,u=|p|g_5u$. Multiplying the Dirac equation by $g_5g_0$ gives
$$m\,g_5g_0u=(E-|p|)\,g_5u .$$
Multiplying by $g_5$ gives $m\,g_0u=(E-|p|)u$, and a further $g_0$ gives $m\,u=(E-|p|)g_0u$. Combining the two,
$$m^2u=(E-|p|)\,m\,g_0u=(E-|p|)^2u .$$
As $u\neq0$, $m^2=(E-|p|)^2$. The mass shell gives $m^2=E^2-|p|^2$, and the difference of the two is $2|p|(E-|p|)=0$. Hence $E=|p|$ and $m=0$, a contradiction.

## A spinor with momentum (3, 0, 4)

In the Weyl representation, with Pauli matrices $\sigma$, $g_5=\mathrm{diag}(-1,-1,1,1)$ and $\Sigma\cdot p$ acts as $\sigma\cdot p$ on the upper and the lower pair of components. For $p=(3,0,4)$, $|p|=5$ and
$$\sigma\cdot p=\begin{pmatrix}4&3\\3&-4\end{pmatrix},\qquad \sigma\cdot p\begin{pmatrix}3\\1\end{pmatrix}=\begin{pmatrix}15\\5\end{pmatrix}=5\begin{pmatrix}3\\1\end{pmatrix}.$$
Take the unit spinor $u=(0,0,3,1)/\sqrt{10}$. Helicity and $g_5$ both give $+u$. At $E=5$,
$$Du=\frac{(15,5,0,0)-(15,5,0,0)}{\sqrt{10}}=0 .$$
For $v=(0,0,1,-3)/\sqrt{10}$ the helicity matrix gives $-v$ but $g_5$ gives $+v$. Accordingly $Dv=(10,-30,0,0)/\sqrt{10}\neq0$.

## The Lean source

```lean
import Mathlib

open Matrix Complex

namespace ChiralityHelicity

noncomputable section

variable {n : Type*} [Fintype n] [DecidableEq n]

/-- Dirac matrices for the metric (+,-,-,-): the time matrix squares to 1, the space matrices
square to -1, and different matrices anticommute. -/
structure IsDirac (g : Fin 4 → Matrix n n ℂ) : Prop where
  sq_time : g 0 * g 0 = 1
  sq_space : ∀ k, k ≠ 0 → g k * g k = -1
  anticomm : ∀ μ ν, μ ≠ ν → g μ * g ν + g ν * g μ = 0

/-- The chirality matrix `g5 = i g0 g1 g2 g3`. -/
def chirality (g : Fin 4 → Matrix n n ℂ) : Matrix n n ℂ :=
  I • (g 0 * g 1 * g 2 * g 3)

/-- The length of the three-momentum. -/
def absMom (p : Fin 3 → ℝ) : ℝ := √(p 0 ^ 2 + p 1 ^ 2 + p 2 ^ 2)

/-- The contraction `E g0 - p.g` of the four-momentum `(E, p)` with the Dirac matrices. -/
def slash (g : Fin 4 → Matrix n n ℂ) (E : ℝ) (p : Fin 3 → ℝ) : Matrix n n ℂ :=
  (E : ℂ) • g 0 - ((p 0 : ℂ) • g 1 + (p 1 : ℂ) • g 2 + (p 2 : ℂ) • g 3)

/-- The spin matrices `(i g2 g3, i g3 g1, i g1 g2)` contracted with the three-momentum. -/
def spinDot (g : Fin 4 → Matrix n n ℂ) (p : Fin 3 → ℝ) : Matrix n n ℂ :=
  (p 0 : ℂ) • (I • (g 2 * g 3)) + (p 1 : ℂ) • (I • (g 3 * g 1))
    + (p 2 : ℂ) • (I • (g 1 * g 2))

/-- The helicity matrix `Sigma.p / |p|` for nonzero momentum: twice the spin along the direction of
motion, in units of ħ. -/
def helicity (g : Fin 4 → Matrix n n ℂ) (p : Fin 3 → ℝ) : Matrix n n ℂ :=
  (absMom p : ℂ)⁻¹ • spinDot g p

/-- A nonzero momentum has positive length. -/
theorem absMom_pos {p : Fin 3 → ℝ} (hp : p ≠ 0) : 0 < absMom p := by
  apply Real.sqrt_pos.2
  by_contra hn
  have a := sq_nonneg (p 0)
  have b := sq_nonneg (p 1)
  have c := sq_nonneg (p 2)
  have h0 : p 0 = 0 := (pow_eq_zero_iff two_ne_zero).1 (by linarith)
  have h1 : p 1 = 0 := (pow_eq_zero_iff two_ne_zero).1 (by linarith)
  have h2 : p 2 = 0 := (pow_eq_zero_iff two_ne_zero).1 (by linarith)
  apply hp
  ext i
  fin_cases i
  · exact h0
  · exact h1
  · exact h2

/-- For Dirac matrices, `g5 g0 = -i g1 g2 g3`. -/
theorem chirality_mul_time {g : Fin 4 → Matrix n n ℂ} (h : IsDirac g) :
    chirality g * g 0 = -(I • (g 1 * g 2 * g 3)) := by
  have h30 := h.anticomm 3 0 (by decide)
  have h20 := h.anticomm 2 0 (by decide)
  have h10 := h.anticomm 1 0 (by decide)
  have h00 := h.sq_time
  -- carry the last g0 to the left through three anticommuting factors
  have w : g 0 * g 1 * g 2 * g 3 * g 0 = -(g 1 * g 2 * g 3) := by
    linear_combination (norm := noncomm_ring) g 0 * g 1 * g 2 * h30
      - g 0 * g 1 * h20 * g 3 + g 0 * h10 * g 2 * g 3 - h00 * g 1 * g 2 * g 3
  rw [chirality, smul_mul_assoc, w, smul_neg]

/-- For Dirac matrices, the chirality matrix squares to 1. -/
theorem chirality_sq {g : Fin 4 → Matrix n n ℂ} (h : IsDirac g) :
    chirality g * chirality g = 1 := by
  have h31 := h.anticomm 3 1 (by decide)
  have h21 := h.anticomm 2 1 (by decide)
  have h32 := h.anticomm 3 2 (by decide)
  have h11 := h.sq_space 1 (by decide)
  have h22 := h.sq_space 2 (by decide)
  have h33 := h.sq_space 3 (by decide)
  have w : g 1 * g 2 * g 3 * (g 1 * g 2 * g 3) = 1 := by
    linear_combination (norm := noncomm_ring) g 1 * g 2 * h31 * g 2 * g 3
      - g 1 * h21 * g 3 * g 2 * g 3 + h11 * g 2 * g 3 * g 2 * g 3
      - g 2 * h32 * g 3 + h22 * g 3 * g 3 - h33
  have e : chirality g = I • (g 0 * (g 1 * g 2 * g 3)) := by
    simp only [chirality, mul_assoc]
  calc chirality g * chirality g
      = chirality g * (I • (g 0 * (g 1 * g 2 * g 3))) := by rw [← e]
    _ = I • (chirality g * g 0 * (g 1 * g 2 * g 3)) := by
        rw [mul_smul_comm, mul_assoc (chirality g)]
    _ = 1 := by
        rw [chirality_mul_time h, neg_mul, smul_mul_assoc, w, smul_neg, smul_smul, I_mul_I,
          neg_smul, one_smul, neg_neg]

/-- For Dirac matrices, multiplying `slash(p) u` by `g5 g0` gives `E g5 u - (Sigma.p) u`. -/
theorem chirality_time_slash {g : Fin 4 → Matrix n n ℂ} (h : IsDirac g) (E : ℝ)
    (p : Fin 3 → ℝ) (u : n → ℂ) :
    (chirality g * g 0) *ᵥ (slash g E p *ᵥ u)
      = (E : ℂ) • (chirality g *ᵥ u) - spinDot g p *ᵥ u := by
  have h31 := h.anticomm 3 1 (by decide)
  have h21 := h.anticomm 2 1 (by decide)
  have h32 := h.anticomm 3 2 (by decide)
  have h11 := h.sq_space 1 (by decide)
  have h22 := h.sq_space 2 (by decide)
  have h33 := h.sq_space 3 (by decide)
  have w1 : g 1 * g 2 * g 3 * g 1 = -(g 2 * g 3) := by
    linear_combination (norm := noncomm_ring) g 1 * g 2 * h31 - g 1 * h21 * g 3
      + h11 * g 2 * g 3
  have w2 : g 1 * g 2 * g 3 * g 2 = -(g 3 * g 1) := by
    linear_combination (norm := noncomm_ring) g 1 * g 2 * h32 - g 1 * h22 * g 3 + h31
  have w3 : g 1 * g 2 * g 3 * g 3 = -(g 1 * g 2) := by
    linear_combination (norm := noncomm_ring) g 1 * g 2 * h33
  -- the spin matrices are g5 g0 gk
  have s0 : chirality g * g 0 * g 0 = chirality g := by
    rw [mul_assoc, h.sq_time, mul_one]
  have s1 : chirality g * g 0 * g 1 = I • (g 2 * g 3) := by
    rw [chirality_mul_time h, neg_mul, smul_mul_assoc, w1, smul_neg, neg_neg]
  have s2 : chirality g * g 0 * g 2 = I • (g 3 * g 1) := by
    rw [chirality_mul_time h, neg_mul, smul_mul_assoc, w2, smul_neg, neg_neg]
  have s3 : chirality g * g 0 * g 3 = I • (g 1 * g 2) := by
    rw [chirality_mul_time h, neg_mul, smul_mul_assoc, w3, smul_neg, neg_neg]
  have key : chirality g * g 0 * slash g E p = (E : ℂ) • chirality g - spinDot g p := by
    simp only [slash, spinDot, mul_sub, mul_add, mul_smul_comm, s0, s1, s2, s3]
  rw [Matrix.mulVec_mulVec, key, Matrix.sub_mulVec, Matrix.smul_mulVec]

/-- For Dirac matrices and any real energy `E`, the massless Dirac equation `slash(p) u = 0` is
equivalent to `(Sigma.p) u = E g5 u`. -/
theorem massless_iff_spinDot {g : Fin 4 → Matrix n n ℂ} (h : IsDirac g) (E : ℝ)
    (p : Fin 3 → ℝ) (u : n → ℂ) :
    slash g E p *ᵥ u = 0 ↔ spinDot g p *ᵥ u = (E : ℂ) • (chirality g *ᵥ u) := by
  have key := chirality_time_slash h E p u
  constructor
  · intro hu
    rw [hu, Matrix.mulVec_zero] at key
    exact (sub_eq_zero.1 key.symm).symm
  · intro hu
    -- g5 g0 is invertible, with inverse g0 g5
    have inv : g 0 * chirality g * (chirality g * g 0) = 1 := by
      rw [mul_assoc, ← mul_assoc (chirality g) (chirality g), chirality_sq h, one_mul,
        h.sq_time]
    calc slash g E p *ᵥ u
        = (g 0 * chirality g * (chirality g * g 0)) *ᵥ (slash g E p *ᵥ u) := by
          rw [inv, Matrix.one_mulVec]
      _ = 0 := by rw [← Matrix.mulVec_mulVec, key, hu, sub_self, Matrix.mulVec_zero]

/-- For Dirac matrices, nonzero momentum and energy `|p|`, a spinor solves the massless Dirac
equation exactly when helicity and `g5` act on it alike. -/
theorem helicity_eq_chirality_iff {g : Fin 4 → Matrix n n ℂ} (h : IsDirac g)
    {p : Fin 3 → ℝ} (hp : p ≠ 0) (u : n → ℂ) :
    slash g (absMom p) p *ᵥ u = 0 ↔ helicity g p *ᵥ u = chirality g *ᵥ u := by
  have hE : (absMom p : ℂ) ≠ 0 := by exact_mod_cast (absMom_pos hp).ne'
  rw [massless_iff_spinDot h, helicity, Matrix.smul_mulVec, inv_smul_eq_iff₀ hE]


/-- For Dirac matrices and a nonzero solution of the Dirac equation with mass `m ≠ 0` and momentum
`p ≠ 0` on the mass shell, helicity and chirality act differently. -/
theorem massive_helicity_ne_chirality {g : Fin 4 → Matrix n n ℂ} (h : IsDirac g)
    {p : Fin 3 → ℝ} (hp : p ≠ 0) {E m : ℝ} (hm : m ≠ 0)
    (shell : E ^ 2 = absMom p ^ 2 + m ^ 2) {u : n → ℂ} (hu : u ≠ 0)
    (dirac : slash g E p *ᵥ u = (m : ℂ) • u) :
    helicity g p *ᵥ u ≠ chirality g *ᵥ u := by
  intro heq
  have hP := absMom_pos hp
  have hE : (absMom p : ℂ) ≠ 0 := by exact_mod_cast hP.ne'
  rw [helicity, Matrix.smul_mulVec, inv_smul_eq_iff₀ hE] at heq
  have key := chirality_time_slash h E p u
  rw [dirac, heq] at key
  -- remove g5, then apply g0 once more
  have b := congrArg (fun v => chirality g *ᵥ v) key
  simp only [Matrix.mulVec_sub, Matrix.mulVec_smul, Matrix.mulVec_mulVec, ← mul_assoc,
    chirality_sq h, one_mul, Matrix.one_mulVec] at b
  have c := congrArg (fun v => g 0 *ᵥ v) b
  simp only [Matrix.mulVec_sub, Matrix.mulVec_smul, Matrix.mulVec_mulVec, h.sq_time,
    Matrix.one_mulVec] at c
  have d : ((m : ℂ) ^ 2 - ((E : ℂ) - (absMom p : ℂ)) ^ 2) • u = 0 := by
    linear_combination (norm := module) (m : ℂ) • c + ((E : ℂ) - (absMom p : ℂ)) • b
  have z : m ^ 2 - (E - absMom p) ^ 2 = 0 := by
    exact_mod_cast (smul_eq_zero.1 d).resolve_right hu
  -- the mass shell now forces E = |p|, hence m = 0
  have f : absMom p * (E - absMom p) = 0 := by
    linear_combination z / 2 + shell / 2
  have f' : E - absMom p = 0 := (mul_eq_zero.1 f).resolve_left hP.ne'
  rw [f'] at z
  exact hm ((pow_eq_zero_iff two_ne_zero).1 (by linarith))

/-- The three Pauli matrices. -/
def pauli : Fin 3 → Matrix (Fin 2) (Fin 2) ℂ :=
  ![!![0, 1; 1, 0], !![0, -I; I, 0], !![1, 0; 0, -1]]

/-- The Dirac matrices in the Weyl representation, as 2 by 2 blocks. -/
def weyl : Fin 4 → Matrix (Fin 2 ⊕ Fin 2) (Fin 2 ⊕ Fin 2) ℂ :=
  Matrix.vecCons (fromBlocks 0 1 1 0) fun k => fromBlocks 0 (pauli k) (-pauli k) 0

/-- The Pauli matrices square to 1, and different ones anticommute. -/
theorem pauli_algebra : (∀ k, pauli k * pauli k = 1) ∧
    ∀ j k, j ≠ k → pauli j * pauli k + pauli k * pauli j = 0 := by
  constructor
  · intro k
    fin_cases k <;> ext i j <;> fin_cases i <;> fin_cases j <;>
      simp [pauli, Matrix.mul_apply, Fin.sum_univ_two]
  · intro j k hjk
    fin_cases j <;> fin_cases k <;> first
      | exact absurd rfl hjk
      | (ext a b
         fin_cases a <;> fin_cases b <;> simp [pauli])

/-- The Weyl matrices are Dirac matrices, and the spinor `(0, 0, 1, 0)` solves their massless Dirac
equation for unit momentum along the z axis and energy 1. -/
theorem weyl_witness : IsDirac weyl ∧
    slash weyl (absMom ![0, 0, 1]) ![0, 0, 1] *ᵥ Sum.elim ![0, 0] ![1, 0] = 0 := by
  have w0 : weyl 0 = fromBlocks 0 1 1 0 := rfl
  have ws : ∀ k : Fin 3, weyl k.succ = fromBlocks 0 (pauli k) (-pauli k) 0 := fun _ => rfl
  refine ⟨⟨?_, ?_, ?_⟩, ?_⟩
  · rw [w0, fromBlocks_multiply]
    simp
  · intro k hk
    cases k using Fin.cases with
    | zero => exact absurd rfl hk
    | succ j =>
      rw [ws, fromBlocks_multiply, ← fromBlocks_one, fromBlocks_neg]
      simp [pauli_algebra.1 j]
  · intro μ ν hμν
    cases μ using Fin.cases with
    | zero =>
      cases ν using Fin.cases with
      | zero => exact absurd rfl hμν
      | succ k =>
        change weyl 0 * weyl k.succ + weyl k.succ * weyl 0 = 0
        simp [w0, ws, fromBlocks_multiply, fromBlocks_add]
    | succ j =>
      cases ν using Fin.cases with
      | zero =>
        change weyl j.succ * weyl 0 + weyl 0 * weyl j.succ = 0
        simp [w0, ws, fromBlocks_multiply, fromBlocks_add]
      | succ k =>
        have hjk : j ≠ k := fun e => hμν (congrArg Fin.succ e)
        have hp := eq_neg_of_add_eq_zero_left (pauli_algebra.2 j k hjk)
        change weyl j.succ * weyl k.succ + weyl k.succ * weyl j.succ = 0
        simp [ws, fromBlocks_multiply, fromBlocks_add, hp]
  · have e : absMom ![0, 0, 1] = 1 := by simp [absMom]
    have s : slash weyl 1 ![0, 0, 1] = weyl 0 - weyl 3 := by simp [slash]
    have w3 : weyl 3 = fromBlocks 0 (pauli 2) (-pauli 2) 0 := rfl
    rw [e, s, w0, w3]
    ext i
    rcases i with i | i <;> fin_cases i <;>
      simp [pauli, Matrix.mulVec, dotProduct, Fintype.sum_sum_type, Fin.sum_univ_two]

end

end ChiralityHelicity
```

```lean
#print axioms ChiralityHelicity.helicity_eq_chirality_iff
#print axioms ChiralityHelicity.massive_helicity_ne_chirality
```

```
'ChiralityHelicity.helicity_eq_chirality_iff' depends on axioms: [propext, Classical.choice, Quot.sound]
'ChiralityHelicity.massive_helicity_ne_chirality' depends on axioms: [propext, Classical.choice, Quot.sound]
```

## Anticommutators as proof steps

`absMom_pos` shows that $|p|>0$ when $p\neq0$: otherwise the three squares would sum to at most zero, and every component would vanish.

`chirality_mul_time` and `chirality_sq` are the first two steps of the derivation. Each exchange of neighbouring matrices appears as an anticommutation relation multiplied by the matrices standing to its left and right. `linear_combination` adds these relations, and `noncomm_ring` checks the resulting identity without changing the order of factors illegitimately.

`chirality_time_slash` proves the three spin-matrix identities as `s1`, `s2` and `s3`, then assembles $g_5g_0D=Eg_5-\Sigma\cdot p$ and applies it to $u$. `massless_iff_spinDot` reads off the forward direction and uses the inverse $g_0g_5$, in the step `inv`, for the converse. It holds for every real $E$, so it also contains the negative-energy case. `helicity_eq_chirality_iff` sets $E=|p|$ and moves the factor $1/|p|$ across the equation with `inv_smul_eq_iff₀`.

In `massive_helicity_ne_chirality`, the equations `b` and `c` are $m\,g_0u=(E-|p|)u$ and $m\,u=(E-|p|)g_0u$. Their combination `d` says that $m^2-(E-|p|)^2$ times $u$ is zero. Since $u\neq0$, the number itself vanishes, and `exact_mod_cast` carries this from complex to real numbers. The mass shell then gives `f`, which is $|p|(E-|p|)=0$.

`pauli_algebra` checks the Pauli relations entry by entry. `weyl_witness` uses them in $2\times2$ blocks to show that the Weyl matrices satisfy `IsDirac`. It also verifies that the nonzero spinor $(0,0,1,0)$ solves the massless equation for unit momentum along $z$, so the massless theorem is not limited to the zero spinor.
